# The ratio of tunnelling exponentials in a ferroelectric junction with fixed barrier heights grows exponentially with thickness

## How fast does the on/off ratio of a ferroelectric barrier grow as the barrier gets thicker?

I take the transmission of a ferroelectric tunnel barrier to be its exponential factor alone, $e^{-2d\sqrt{\varphi}}$, for a rectangular barrier of thickness $d$ and height $\varphi$ above the electron energy, in units with $\hbar^2/2m=1$. Reversing the polarisation switches the height between $f-s$ and $f+s$, where $f$ is the mean barrier and $0<s<f$. I believe that the ratio of the two transmissions is then at least $e^{2ds/\sqrt f}$, so that the electroresistance grows at least exponentially with $d$. Expanding the square roots for small $s$ suggests this rate, but I'd like an argument that holds for every $s$ below $f$, and a proof in Lean that a machine has checked.

## Yes, and the inequality is strict for every $0<s<f$

In your model the claim holds for all $d>0$, provided that $f$ and $s$ stay the same as the thickness changes. The ratio is then exactly exponential in $d$, and your bound is a lower bound on its rate. The value $2s/\sqrt f$ is also the best one of its form: no larger constant multiple of $s/\sqrt f$ works for all $s$.

### From the difference of two square roots to the exponential bound

Write $T(d,\varphi)=e^{-2d\sqrt\varphi}$ for the transmission and $R(d)=T(d,f-s)/T(d,f+s)$ for the on/off ratio. Put $a=\sqrt{f+s}$ and $b=\sqrt{f-s}$, the decay constants of the wave function in the two polarisation states. Dividing the exponentials gives

$$R(d)=e^{2d(a-b)}.$$

Everything now depends on the gap $a-b$. Since $a^2-b^2=2s$,

$$(a-b)(a+b)=2s,$$

and a bound on the sum $a+b$ becomes a bound on the gap.

For the lower bound, use $a^2+b^2=2f$:

$$(a+b)^2=2(a^2+b^2)-(a-b)^2=4f-(a-b)^2<4f,$$

because $a\neq b$ when $s>0$. Hence $a+b<2\sqrt f$, and

$$a-b=\frac{2s}{a+b}>\frac{s}{\sqrt f}.$$

Multiplying by $2d>0$ and exponentiating yields $R(d)>e^{2ds/\sqrt f}$.

For an upper bound, expand the same square as $(a+b)^2=2f+2ab$. This exceeds $2f$, since both roots are positive. So $a+b>\sqrt2\,\sqrt f$, and $a-b<\sqrt2\,s/\sqrt f$. The true exponent therefore lies between $2ds/\sqrt f$ and $\sqrt2$ times that value.

The growth law follows from $R(d+t)=R(t)\,R(d)$. For an added thickness $t>0$ the first factor exceeds $e^{2ts/\sqrt f}$, so

$$R(d+t)>e^{2ts/\sqrt f}\,R(d).$$

The electroresistance is the difference of the two transmissions divided by the smaller one. It equals $R(d)-1$, and so it exceeds $e^{2ds/\sqrt f}-1$.

It remains to see that the rate is optimal. Given $c>1$, choose $s=f-f/c^2$, which lies between $0$ and $f$ and makes $b=\sqrt f/c$. Since $a>b$, we have $ca>cb=\sqrt f$, and therefore

$$c(a+b)=ca+\sqrt f>2\sqrt f.$$

Then $a-b=2s/(a+b)<cs/\sqrt f$, which gives $R(d)<e^{c\cdot 2ds/\sqrt f}$. A bound with the rate enlarged by the factor $c$ would fail at this $s$.

### A barrier whose decay constants are 4 and 3

Take $f=12.5$, $s=3.5$ and $d=1$ in the same units. The two barriers are $16$ and $9$, so $a=4$, $b=3$ and the gap is exactly $1$. The on/off ratio is $e^2\approx7.39$.

Here $s/\sqrt f\approx0.990$, and the lower bound is $e^{1.980}\approx7.24$. The upper bound on the gap is $\sqrt2\,s/\sqrt f=1.4$, which gives $e^{2.8}\approx16.4$. The electroresistance is about $6.39$, above its bound of $6.24$. Doubling the thickness squares the ratio to $e^4\approx54.6$, while the growth law requires more than $7.24\times7.39\approx53.5$.

### Barriers, ratios and hypotheses as Lean objects

Thickness, mean barrier and barrier change are real numbers `d`, `f` and `s`. The function `transmission d φ` is the exponential factor, `onOffRatio d f s` is the transmission through `f - s` divided by that through `f + s`, and `electroresistance d f s` is the relative difference. The convention is that the more transparent state stands in the numerator, and that the less transparent one normalises the electroresistance.

The hypotheses `hd : 0 < d`, `hs : 0 < s` and `hsf : s < f` say that the barrier has a thickness, that reversal does change it, and that the electron still tunnels in the lower state. Positivity of `f` follows from the last two. Lean's square root returns zero on negative numbers, so `onOffRatio_eq` is true for all real arguments, but it describes tunnelling only when both barriers are non-negative.

In words, the theorems say the following.

- `exp_lt_onOffRatio` is the bound you asked for, with a strict inequality, and `onOffRatio_lt_exp` is the matching upper bound.
- `onOffRatio_growth` says that each added thickness `t` multiplies the ratio by more than $e^{2ts/\sqrt f}$.
- `electroresistance_lower` is the lower bound with one subtracted on both sides, which turns the ratio into the electroresistance.
- `rate_sharp` says that for any positive `d` and `f` and any `c > 1` there is an admissible `s` at which the ratio falls below the exponential with its rate enlarged by `c`. This concerns bounds meant for all `s`; for one given `s` the exact rate is $2(a-b)$.
- `onOffRatio_lower_units` restores the mass and Planck's constant. With `f` and `s` as energies and `d` as a length, the exponent becomes $2ds\sqrt{2m}/(\hbar\sqrt f)$.

The symmetric change by $\pm s$ is postulated. It stands for the shift of the barrier height, averaged across the thickness, that arises when the polarisation charge is screened differently at two unlike electrodes. Nothing here derives $s$ from the polarisation or from screening lengths, and in a real junction $s$ may itself depend on thickness, in which case the growth law doesn't apply as it stands. The model also leaves out the prefactor of the transmission, the tilt of the barrier, an applied bias, the spread of electron energies, and any change of thickness or effective mass on reversal.

Within this model, the two bounds confine the logarithm of the on/off ratio to a range whose ends differ by a factor $\sqrt2$, given the thickness, the mean barrier and its change. They are bounds on the ratio of the exponential factors only. The full transmission of a rectangular barrier also has a prefactor that depends on the height, and this can carry the ratio outside the two bounds, so a transport simulation that violates them isn't thereby shown to be wrong.

### The complete Lean file

```lean
import Mathlib

namespace FerroelectricTunnelJunction

noncomputable section

/-- Exponential tunnelling factor of a rectangular barrier of thickness `d` and height `φ ≥ 0`
above the electron energy, in units with `ħ² / 2m = 1`. -/
def transmission (d φ : ℝ) : ℝ := Real.exp (-2 * d * √φ)

/-- Ratio of the transmissions in the two polarisation states, whose barriers are
`f - s` and `f + s`, for `0 ≤ s ≤ f`. -/
def onOffRatio (d f s : ℝ) : ℝ := transmission d (f - s) / transmission d (f + s)

/-- Tunnelling electroresistance: the difference of the two transmissions relative to that
of the barrier `f + s`, for `0 ≤ s ≤ f`. -/
def electroresistance (d f s : ℝ) : ℝ :=
  (transmission d (f - s) - transmission d (f + s)) / transmission d (f + s)

/-- The on/off ratio is the exponential of twice the thickness times the difference of the
two decay constants. -/
theorem onOffRatio_eq (d f s : ℝ) :
    onOffRatio d f s = Real.exp (2 * d * (√(f + s) - √(f - s))) := by
  unfold onOffRatio transmission
  rw [← Real.exp_sub]
  congr 1
  ring

/-- For `0 < s < f`, polarisation reversal changes the decay constant by more than `s / √f`. -/
theorem decay_gap_lower {f s : ℝ} (hs : 0 < s) (hsf : s < f) :
    s / √f < √(f + s) - √(f - s) := by
  have hr : 0 < √f := Real.sqrt_pos.2 (by linarith)
  have hr2 : √f ^ 2 = f := Real.sq_sqrt (by linarith)
  have ha : √(f + s) ^ 2 = f + s := Real.sq_sqrt (by linarith)
  have hb : √(f - s) ^ 2 = f - s := Real.sq_sqrt (by linarith)
  have hab : √(f - s) < √(f + s) := Real.sqrt_lt_sqrt (by linarith) (by linarith)
  -- concavity of the square root
  have hsum : √(f + s) + √(f - s) < 2 * √f := by
    have hd := pow_pos (sub_pos.2 hab) 2
    exact lt_of_pow_lt_pow_left₀ 2 (by positivity) (by nlinarith)
  rw [div_lt_iff₀ hr]
  nlinarith [mul_lt_mul_of_pos_left hsum (sub_pos.2 hab)]

/-- For `0 < s < f`, polarisation reversal changes the decay constant by less than
`√2 s / √f`. -/
theorem decay_gap_upper {f s : ℝ} (hs : 0 < s) (hsf : s < f) :
    √(f + s) - √(f - s) < √2 * s / √f := by
  have hr : 0 < √f := Real.sqrt_pos.2 (by linarith)
  have ha : √(f + s) ^ 2 = f + s := Real.sq_sqrt (by linarith)
  have hb : √(f - s) ^ 2 = f - s := Real.sq_sqrt (by linarith)
  have hb0 : 0 < √(f - s) := Real.sqrt_pos.2 (by linarith)
  have hab : √(f - s) < √(f + s) := Real.sqrt_lt_sqrt (by linarith) (by linarith)
  have hq : (√2 * √f) ^ 2 = 2 * f := by
    rw [mul_pow, Real.sq_sqrt (by norm_num), Real.sq_sqrt (by linarith)]
  -- the cross term in the squared sum is positive
  have hsum : √2 * √f < √(f + s) + √(f - s) := by
    have hp := mul_pos (hb0.trans hab) hb0
    exact lt_of_pow_lt_pow_left₀ 2 (by positivity) (by nlinarith)
  have hqs : √2 * (√2 * s) = 2 * s := by
    rw [← mul_assoc, Real.mul_self_sqrt (by norm_num)]
  rw [lt_div_iff₀ hr]
  have h : √2 * ((√(f + s) - √(f - s)) * √f) < √2 * (√2 * s) := by
    rw [hqs]
    nlinarith [mul_lt_mul_of_pos_left hsum (sub_pos.2 hab)]
  exact lt_of_mul_lt_mul_left h (Real.sqrt_nonneg 2)

/-- For thickness `d > 0` and barrier change `0 < s < f`, the on/off ratio exceeds
`exp (2 d s / √f)`. -/
theorem exp_lt_onOffRatio {d f s : ℝ} (hd : 0 < d) (hs : 0 < s) (hsf : s < f) :
    Real.exp (2 * d * s / √f) < onOffRatio d f s := by
  rw [onOffRatio_eq]
  apply Real.exp_lt_exp.2
  calc 2 * d * s / √f = 2 * d * (s / √f) := by ring
    _ < _ := mul_lt_mul_of_pos_left (decay_gap_lower hs hsf) (by positivity)

/-- For `d > 0` and `0 < s < f`, the on/off ratio stays below `exp (√2 · 2 d s / √f)`. -/
theorem onOffRatio_lt_exp {d f s : ℝ} (hd : 0 < d) (hs : 0 < s) (hsf : s < f) :
    onOffRatio d f s < Real.exp (√2 * (2 * d * s / √f)) := by
  rw [onOffRatio_eq]
  apply Real.exp_lt_exp.2
  calc _ < 2 * d * (√2 * s / √f) :=
        mul_lt_mul_of_pos_left (decay_gap_upper hs hsf) (by positivity)
    _ = √2 * (2 * d * s / √f) := by ring

/-- For `0 < s < f`, thickening the barrier by `t > 0` multiplies the on/off ratio by more
than `exp (2 t s / √f)`. -/
theorem onOffRatio_growth {t f s : ℝ} (d : ℝ) (ht : 0 < t) (hs : 0 < s) (hsf : s < f) :
    Real.exp (2 * t * s / √f) * onOffRatio d f s < onOffRatio (d + t) f s := by
  -- thicknesses add, ratios multiply
  have hmul : onOffRatio (d + t) f s = onOffRatio t f s * onOffRatio d f s := by
    rw [onOffRatio_eq (d + t), onOffRatio_eq t, onOffRatio_eq d, ← Real.exp_add]
    congr 1
    ring
  have hpos : 0 < onOffRatio d f s := by
    rw [onOffRatio_eq]
    exact Real.exp_pos _
  rw [hmul]
  exact mul_lt_mul_of_pos_right (exp_lt_onOffRatio ht hs hsf) hpos

/-- For `d > 0` and `0 < s < f`, the tunnelling electroresistance exceeds
`exp (2 d s / √f) - 1`. -/
theorem electroresistance_lower {d f s : ℝ} (hd : 0 < d) (hs : 0 < s) (hsf : s < f) :
    Real.exp (2 * d * s / √f) - 1 < electroresistance d f s := by
  have hT : transmission d (f + s) ≠ 0 := (Real.exp_pos _).ne'
  have e : electroresistance d f s = onOffRatio d f s - 1 := by
    unfold electroresistance onOffRatio
    rw [sub_div, div_self hT]
  rw [e]
  linarith [exp_lt_onOffRatio hd hs hsf]

/-- The rate in the lower bound is optimal: for `d, f > 0` and any factor `c > 1`, some barrier
change `0 < s < f` has an on/off ratio below `exp (c · 2 d s / √f)`. -/
theorem rate_sharp {d f c : ℝ} (hd : 0 < d) (hf : 0 < f) (hc : 1 < c) :
    ∃ s, 0 < s ∧ s < f ∧ onOffRatio d f s < Real.exp (c * (2 * d * s / √f)) := by
  have hc0 : 0 < c := by linarith
  -- choose the change that lowers the smaller decay constant by the factor c
  obtain ⟨s, hs, hsf, hcb⟩ : ∃ s, 0 < s ∧ s < f ∧ c * √(f - s) = √f := by
    refine ⟨f - f / c ^ 2, ?_, ?_, ?_⟩
    · exact sub_pos.2 (div_lt_self hf (one_lt_pow₀ hc two_ne_zero))
    · exact sub_lt_self _ (by positivity)
    · rw [sub_sub_cancel, Real.sqrt_div hf.le, Real.sqrt_sq hc0.le]
      field_simp
  refine ⟨s, hs, hsf, ?_⟩
  have hr : 0 < √f := Real.sqrt_pos.2 hf
  have ha : √(f + s) ^ 2 = f + s := Real.sq_sqrt (by linarith)
  have hb : √(f - s) ^ 2 = f - s := Real.sq_sqrt (by linarith)
  have hab : √(f - s) < √(f + s) := Real.sqrt_lt_sqrt (by linarith) (by linarith)
  have h1 : c * (2 * s) = (√(f + s) - √(f - s)) * (c * √(f + s) + c * √(f - s)) := by
    linear_combination (-c) * ha + c * hb
  have h2 : √f < c * √(f + s) := by
    rw [← hcb]
    exact mul_lt_mul_of_pos_left hab hc0
  rw [hcb] at h1
  have h : √(f + s) - √(f - s) < c * s / √f := by
    rw [lt_div_iff₀ hr]
    nlinarith [mul_lt_mul_of_pos_left h2 (sub_pos.2 hab)]
  rw [onOffRatio_eq]
  apply Real.exp_lt_exp.2
  calc _ < 2 * d * (c * s / √f) := mul_lt_mul_of_pos_left h (by positivity)
    _ = c * (2 * d * s / √f) := by ring

/-- The lower bound with effective mass `m > 0` and reduced Planck constant `hbar > 0` restored,
for `d > 0` and `0 < s < f`. -/
theorem onOffRatio_lower_units {d f s m hbar : ℝ} (hd : 0 < d) (hs : 0 < s) (hsf : s < f)
    (hm : 0 < m) (hh : 0 < hbar) :
    Real.exp (2 * d * s * √(2 * m) / (hbar * √f)) <
      Real.exp (-2 * d * √(2 * m * (f - s)) / hbar) /
        Real.exp (-2 * d * √(2 * m * (f + s)) / hbar) := by
  -- mass and Planck constant only rescale the thickness
  have e : ∀ φ : ℝ, Real.exp (-2 * d * √(2 * m * φ) / hbar) =
      transmission (d * √(2 * m) / hbar) φ := by
    intro φ
    unfold transmission
    rw [Real.sqrt_mul (show (0 : ℝ) ≤ 2 * m by positivity)]
    congr 1
    ring
  have e' : 2 * d * s * √(2 * m) / (hbar * √f) =
      2 * (d * √(2 * m) / hbar) * s / √f := by ring
  rw [e (f - s), e (f + s), e']
  exact exp_lt_onOffRatio (by positivity) hs hsf

end

end FerroelectricTunnelJunction
```

```lean
#print axioms FerroelectricTunnelJunction.onOffRatio_growth
#print axioms FerroelectricTunnelJunction.electroresistance_lower
#print axioms FerroelectricTunnelJunction.rate_sharp
#print axioms FerroelectricTunnelJunction.onOffRatio_lower_units
```

```
'FerroelectricTunnelJunction.onOffRatio_growth' depends on axioms: [propext, Classical.choice, Quot.sound]
'FerroelectricTunnelJunction.electroresistance_lower' depends on axioms: [propext, Classical.choice, Quot.sound]
'FerroelectricTunnelJunction.rate_sharp' depends on axioms: [propext, Classical.choice, Quot.sound]
'FerroelectricTunnelJunction.onOffRatio_lower_units' depends on axioms: [propext, Classical.choice, Quot.sound]
```

### Two bounds on the gap carry the rest

`onOffRatio_eq` turns the quotient of exponentials into the exponential of a difference, which is the first displayed formula of the derivation. From there on, each bound on the ratio is a bound on an exponent, and `Real.exp_lt_exp` passes from one to the other.

`decay_gap_lower` is the central lemma. Its facts `ha` and `hb` record $a^2=f+s$ and $b^2=f-s$, and `hab` records $b<a$. The fact `hsum` is the inequality $a+b<2\sqrt f$. After `div_lt_iff₀` has cleared the denominator, the goal reads $s<(a-b)\sqrt f$. The final `nlinarith` is given `hsum` multiplied by the positive gap, that is $(a-b)(a+b)<(a-b)\,2\sqrt f$, and `ha` and `hb` identify the left side as $2s$.

`decay_gap_upper` runs the same way with the inequality for the sum reversed. The factor $\sqrt2$ needs some care: the proof first establishes the desired inequality multiplied by $\sqrt2$, where the right side is simply $2s$, and then cancels that factor with `lt_of_mul_lt_mul_left`.

`exp_lt_onOffRatio` and `onOffRatio_lt_exp` multiply these gaps by $2d$ and exponentiate. In `onOffRatio_growth`, the fact `hmul` is the product rule $R(d+t)=R(t)R(d)$, and the lower bound is applied to the added layer only. This is why the original `d` needs no sign condition there. In `electroresistance_lower`, the fact `e` is the identity between the electroresistance and the ratio minus one.

`rate_sharp` supplies the witness $s=f-f/c^2$ and keeps just what the argument needs from it, namely $0<s<f$ and $c\,b=\sqrt f$. The fact `h1` is $2s=(a-b)(a+b)$ multiplied by $c$. Replacing $cb$ by $\sqrt f$ in it and using `h2`, which is $\sqrt f<ca$, gives the upper bound on the gap.

`onOffRatio_lower_units` needs no new estimate. The mass and Planck's constant enter the exponent only through the scaled thickness $d\sqrt{2m}/\hbar$, so the earlier theorem is applied to that thickness.

### Comparing sums of roots through their squares

The step on which both gap lemmas turn is `lt_of_pow_lt_pow_left₀`. For real numbers it says that if $y\ge0$ and $x^n<y^n$, then $x<y$. Used with $n=2$, it replaces an inequality between sums of square roots by one between their squares, where the defining relations of the roots can be used.

The sign condition is on the larger side only, and `positivity` proves it. What remains in the lower bound is $(a+b)^2<(2\sqrt f)^2$. The proof has already put the strict inequality $0<(a-b)^2$ into the context as `hd`, and together with the squares of the three roots this settles the goal by linear arithmetic once the products are expanded. In the upper bound the same role falls to `hp`, which states $0<ab$.

The two facts are the two terms that decided the matter in the derivation: the squared difference that keeps $(a+b)^2$ below $4f$, and the cross term that lifts it above $2f$. The concavity of the square root thus enters through one square being positive, and no derivative or Taylor expansion in $s$ is needed.
